# Invariance of the Lindblad generator under L → L + a with a corrected Hamiltonian

A formal statement about the Lindblad generator must first decide what an operator is. One could take complex matrices, bounded operators on a Hilbert space, or elements of an abstract algebra. The shift invariance uses only sums, products, complex scalars and the adjoint, so the choice made here is a complex star-algebra A: a ring with unit 1, complex scalars that commute with every element, and an operation x ↦ x* satisfying

    (x + y)* = x* + y*,   (xy)* = y*x*,   (cx)* = c̄ x*,   x** = x

for x, y in A and complex c, with c̄ the complex conjugate. Matrices and bounded operators with the Hermitian adjoint are examples. Such an algebra need not carry a trace or a notion of positivity, so the argument ρ of the generator is an arbitrary element of A; density operators are included as a special case. All products are taken to be defined, so the domain questions raised by unbounded operators, such as the bosonic annihilation operator on the untruncated Fock space, are not treated.

## The claim

Set ħ = 1 and write [x, y] = xy − yx. For a Hamiltonian H and one jump operator L, into which the square root of the rate is absorbed, the dissipator D and the generator 𝓛 are

    D[L]ρ = LρL* − ½(L*Lρ + ρL*L),
    𝓛(H, L)ρ = −i[H, ρ] + D[L]ρ,

and the master equation is dρ/dt = 𝓛(H, L)ρ. For a complex number a, let L + a stand for L + a·1 and define

    K(a, L) = (āL − aL*)/(2i),

abbreviated K when a and L are clear. If H* = H, then H + K is self-adjoint and

    𝓛(H + K, L + a)ρ = 𝓛(H, L)ρ   for every ρ.

For a Markovian open system with bounded or finite-dimensional operators, the generator therefore does not in general determine its split into a Hamiltonian and a dissipative part until a convention for L is fixed. The two parts change when K fails to commute with some ρ. When L is a multiple of the identity, in particular in dimension one, K is a real multiple of the identity and both parts stay as they are.

## Derivation by hand

The adjoint of the shifted operator is (L + a)* = L* + ā. The two products in D[L + a] expand as

    (L + a)ρ(L* + ā) = LρL* + āLρ + aρL* + |a|²ρ,
    (L* + ā)(L + a) = L*L + aL* + āL + |a|².

The anticommutator term contributes −½·2|a|²ρ, which cancels the |a|²ρ of the first line. The terms without a form D[L]ρ. What remains is linear in a and ā:

    D[L + a]ρ − D[L]ρ = āLρ + aρL* − ½(aL*ρ + āLρ + aρL* + āρL)
                      = ½(āLρ − aL*ρ − āρL + aρL*)
                      = ½[āL − aL*, ρ].

Since i/(2i) = ½, we have iK = ½(āL − aL*), and hence

    D[L + a]ρ = D[L]ρ + i[K, ρ].     (1)

The Hamiltonian part of 𝓛(H + K, L + a)ρ is −i[H, ρ] − i[K, ρ], and its second term cancels the last term of (1). This gives the invariance. For self-adjointness, the conjugate of 1/(2i) is −1/(2i) and (āL − aL*)* = aL* − āL, so

    K* = −(aL* − āL)/(2i) = K,

and H + K is a sum of two self-adjoint elements.

Five further statements follow by the same kind of algebra. First, for any element H′ of A, equation (1) gives

    𝓛(H′, L + a)ρ − 𝓛(H, L)ρ = −i[H′, ρ] + i[K, ρ] + i[H, ρ] = −i[H′ − (H + K), ρ],     (2)

so the two generators agree on ρ exactly when H′ − (H + K) commutes with ρ.

Second, apply the transformation with a and then with another complex number b. The jump operator becomes L + (a + b). The second correction is computed from L + a:

    K(b, L + a) = (b̄(L + a) − b(L* + ā))/(2i) = K(b, L) + (b̄a − bā)/(2i) = K(b, L) + Im(b̄a).

Because K(a, L) + K(b, L) = K(a + b, L), the final Hamiltonian is H + K(a + b, L) + Im(b̄a)·1.

Third, for finitely many jump operators L_k with generator −i[H, ρ] + Σ_k D[L_k]ρ, shift each L_k by its own a_k. Summing (1) over k produces i[Σ_k K(a_k, L_k), ρ], which is cancelled by adding Σ_k K(a_k, L_k) to H. A further term r·1 with real r is self-adjoint and commutes with ρ.

Fourth, for n × n matrices with n ≥ 1, tr(L + a) = tr L + na vanishes exactly for a = −tr L / n.

Fifth, the correction is needed in a concrete case. For a two-level system take σ = |0⟩⟨1| and P = |1⟩⟨1|, so that σP = σ, Pσ = 0, σ*P = 0, Pσ* = σ*. Then

    [K(a, σ), P] = (āσ + aσ*)/(2i).

Setting H′ = H in (2), the difference H′ − (H + K) is −K, and the entry ⟨0|[−K, P]|1⟩ = −ā/(2i) is nonzero for a ≠ 0. So 𝓛(H, σ + a)P ≠ 𝓛(H, σ)P.

## In a calculation

In code that stores H and L as complex arrays, the transformation is two assignments, whose order does not matter because K(a, L + a) = K(a, L): the new Hamiltonian is H + (ā·L − a·L*)/(2i), and the new jump operator is L + a·1. With a = −tr L / n they remove the trace of a jump operator. Omitting the first assignment turns the model into 𝓛(H − K, L), by (1). For L = σ and a = 1,

    K = (σ − σ*)/(2i) = σ_y/2,   σ_y = −i|0⟩⟨1| + i|1⟩⟨0|,

so the omission adds a coherent drive −σ_y/2 to the Hamiltonian.

A quantum-jump simulation propagates a state vector with the non-Hermitian operator H − (i/2)L*L between jumps and applies L at a jump. In the shifted representation the jumps apply L + a and the propagator between jumps is generated by

    H + K − (i/2)(L* + ā)(L + a) = H − (i/2)L*L − iāL − (i/2)|a|².

Individual trajectories then in general depend on a, while the generator of the ensemble average does not. The Lean file contains neither this trajectory picture, nor the last displayed identity, nor the array recipe; it proves equation (1), the invariance of the generator and the five further statements derived above.

## Formal development

The variable `A` is the star-algebra. `StarRing A` provides the rules for sums, products and the double adjoint, `Algebra ℂ A` the central complex scalars, and `StarModule ℂ A` the rule (cx)* = c̄x*. In the code `star L` is L*, `conj a` is ā, `I` is i, and `•` is multiplication by a scalar.

```lean
import Mathlib

open Complex ComplexConjugate

namespace LindbladGauge

noncomputable section

section General

variable {A : Type*} [Ring A] [StarRing A] [Algebra ℂ A] [StarModule ℂ A]
```

The commutator, dissipator and generator are the formulas above. The sign −i and the factor ½ fix the conventions. None of the definitions restricts `H` or `ρ`.

```lean
/-- The commutator `[x, y] = x y - y x`. -/
def opComm (x y : A) : A := x * y - y * x

/-- The dissipator `D[L] ρ = L ρ L* - (L* L ρ + ρ L* L) / 2` of a jump operator `L`. -/
def dissipator (L ρ : A) : A :=
  L * ρ * star L - (1 / 2 : ℂ) • (star L * L * ρ + ρ * (star L * L))

/-- The single-jump Lindblad generator `-i [H, ρ] + D[L] ρ`. -/
def lindblad (H L ρ : A) : A := (-I) • opComm H ρ + dissipator L ρ
```

The many-jump generator sums over a finite index type `ι`, which may be empty; the generator is then −i[H, ρ]. Infinite families of jump operators are not covered.

```lean
/-- The Lindblad generator `-i [H, ρ] + ∑ₖ D[Lₖ] ρ` of a finite family of jump operators. -/
def lindbladMulti {ι : Type*} [Fintype ι] (H : A) (L : ι → A) (ρ : A) : A :=
  (-I) • opComm H ρ + ∑ k, dissipator (L k) ρ
```

`shiftJump a L` is L + a·1, `gaugeTerm a L` is K(a, L), and `gaugeHamiltonian a H L` is H + K(a, L). The correction is always built from the jump operator before the shift.

```lean
/-- The jump operator shifted by a complex multiple of the identity, `L + a`. -/
def shiftJump (a : ℂ) (L : A) : A := L + a • (1 : A)

/-- The Hamiltonian correction `K = (conj(a) L - a L*) / (2i)`. -/
def gaugeTerm (a : ℂ) (L : A) : A :=
  (1 / (2 * I) : ℂ) • (conj a • L - a • star L)

/-- The corrected Hamiltonian `H + (conj(a) L - a L*) / (2i)`. -/
def gaugeHamiltonian (a : ℂ) (H L : A) : A := H + gaugeTerm a L
```

The first lemma is (L + a)* = L* + ā. It uses the conjugate-linearity of the adjoint, through `star_smul`; the self-adjointness proofs below use the same rule.

```lean
/-- The adjoint of the shifted jump operator is `L* + conj(a)`. -/
theorem star_shiftJump (a : ℂ) (L : A) :
    star (shiftJump a L) = shiftJump (conj a) (star L) := by
  simp only [shiftJump, star_add, star_smul, star_one, starRingEnd_apply]
```

The identity iK = ½(āL − aL*) is arithmetic in the scalars. The step `hc` is i·(1/(2i)) = ½, and `smul_smul` merges the two scalar factors into that product.

```lean
omit [StarModule ℂ A] in
/-- The correction multiplied by `i` is `(conj(a) L - a L*) / 2`. -/
theorem I_smul_gaugeTerm (a : ℂ) (L : A) :
    I • gaugeTerm a L = (1 / 2 : ℂ) • (conj a • L - a • star L) := by
  have h : (2 * I : ℂ) ≠ 0 := mul_ne_zero two_ne_zero Complex.I_ne_zero
  have hc : (I * (1 / (2 * I)) : ℂ) = 1 / 2 := by
    rw [mul_one_div, div_eq_iff h]
    ring
  unfold gaugeTerm
  rw [smul_smul, hc]
```

`IsSelfAdjoint x` means `star x = x`. The step `hs` states that 1/(2i) changes sign under conjugation. After the adjoint is distributed, the goal is −(1/(2i))(aL* − āL) = (1/(2i))(āL − aL*). The tactic `module` closes such a goal by treating both sides as complex linear combinations of fixed elements, here L and L*, and comparing coefficients.

```lean
/-- The Hamiltonian correction is self-adjoint for every `L` and every complex `a`. -/
theorem gaugeTerm_isSelfAdjoint (a : ℂ) (L : A) : IsSelfAdjoint (gaugeTerm a L) := by
  -- the prefactor `1/(2i)` and the bracket both change sign under the adjoint
  have hs : star (1 / (2 * I) : ℂ) = -(1 / (2 * I)) := by
    rw [← starRingEnd_apply]
    simp only [map_div₀, map_one, map_mul, Complex.conj_I, map_ofNat, mul_neg, div_neg]
  rw [isSelfAdjoint_iff]
  simp only [gaugeTerm, star_smul, star_sub, star_star, starRingEnd_apply, hs]
  module
```

Equation (1) is `dissipator_shift`. The step `h` moves the factor i inside the commutator, i[K, ρ] = [iK, ρ], so that the previous identity for iK applies. The `simp only` call performs the two expansions written out above, pulls all scalars to the front and brackets every product in the same way. Both sides are then linear combinations of LρL*, L*Lρ, ρL*L, Lρ, ρL, L*ρ, ρL* and ρ. The comparison of coefficients by `module` contains the cancellation of the |a|²ρ terms and the halving of the linear terms.

```lean
/-- Shifting the jump operator adds a commutator to the dissipator:
`D[L + a] ρ = D[L] ρ + i [K, ρ]`. -/
theorem dissipator_shift (a : ℂ) (L ρ : A) :
    dissipator (shiftJump a L) ρ = dissipator L ρ + I • opComm (gaugeTerm a L) ρ := by
  have h : I • opComm (gaugeTerm a L) ρ = opComm (I • gaugeTerm a L) ρ := by
    simp only [opComm, smul_sub, smul_mul_assoc, mul_smul_comm]
  rw [h, I_smul_gaugeTerm]
  unfold dissipator
  rw [star_shiftJump a L]
  -- expand: the `|a|²` terms cancel, the terms linear in `a` form the commutator
  simp only [shiftJump, opComm, add_mul, mul_add, sub_mul, mul_sub, smul_mul_assoc,
    mul_smul_comm, one_mul, mul_one, mul_assoc]
  module
```

The main theorem reads: for every complex `a`, every `L` and every self-adjoint `H`, the element H + K is self-adjoint, and for all `ρ` the generator of (H + K, L + a) has the same value as that of (H, L). The hypothesis `hH` is used only in the first half, where `hH.add` forms the sum of two self-adjoint elements. The second half rewrites with (1), expands [H + K, ρ] and cancels ∓i[K, ρ]. The theorem is about the generator as a map on A; the time evolution it generates, trace preservation and complete positivity are not part of the statement.

```lean
/-- Gauge freedom of the single-jump Lindblad generator: for self-adjoint `H`, the operator
`H + (conj(a) L - a L*) / (2i)` is self-adjoint and together with `L + a` it gives the same
generator as `H` with `L`. -/
theorem lindblad_gauge (a : ℂ) (H L : A) (hH : IsSelfAdjoint H) :
    IsSelfAdjoint (gaugeHamiltonian a H L) ∧
      ∀ ρ : A, lindblad (gaugeHamiltonian a H L) (shiftJump a L) ρ = lindblad H L ρ := by
  refine ⟨hH.add (gaugeTerm_isSelfAdjoint a L), fun ρ => ?_⟩
  unfold lindblad
  rw [dissipator_shift]
  -- `-i [K, ρ]` from the Hamiltonian cancels `i [K, ρ]` from the dissipator
  simp only [gaugeHamiltonian, opComm, add_mul, mul_add]
  module
```

The converse fixes the new jump operator as L + a and asks which `H'` reproduces the action on one given ρ. Neither `H` nor `H'` is assumed self-adjoint. The step `key` is equation (2). In the forward direction the left side of (2) vanishes, and `h2` recovers the commutator by multiplying with i, using i·(−i) = 1. In the backward direction the right side vanishes. Since the form L + a is an input, the theorem does not classify all pairs that share a generator.

```lean
/-- The pair `(H', L + a)` acts on `ρ` as the pair `(H, L)` does exactly when `H'` differs
from the corrected Hamiltonian by an operator commuting with `ρ`. -/
theorem lindblad_shift_eq_iff (a : ℂ) (H H' L ρ : A) :
    lindblad H' (shiftJump a L) ρ = lindblad H L ρ ↔
      opComm (H' - gaugeHamiltonian a H L) ρ = 0 := by
  have key : lindblad H' (shiftJump a L) ρ - lindblad H L ρ
      = (-I) • opComm (H' - gaugeHamiltonian a H L) ρ := by
    unfold lindblad
    rw [dissipator_shift]
    simp only [gaugeHamiltonian, opComm, sub_mul, mul_sub, add_mul, mul_add]
    module
  constructor
  · intro h
    rw [h, sub_self] at key
    have h2 : I • ((-I) • opComm (H' - gaugeHamiltonian a H L) ρ)
        = opComm (H' - gaugeHamiltonian a H L) ρ := by
      rw [smul_smul, mul_neg, Complex.I_mul_I, neg_neg, one_smul]
    rw [← key, smul_zero] at h2
    exact h2.symm
  · intro h
    rw [h, smul_zero] at key
    exact sub_eq_zero.mp key
```

The composition law has one equation for the jump operator and one for the Hamiltonian, again without assumptions on `H`. The step `him` writes Im(b̄a) = (b̄a − bā)/(2i), and `star_shiftJump` supplies L* + ā inside the second correction; `map_add` splits the conjugate of a + b. Exchanging a and b reverses the sign of the offset, so the order of two shifts affects the Hamiltonian only by a real multiple of the identity.

```lean
/-- The gauge transformation by `a` followed by the one by `b` gives the jump operator of the
transformation by `a + b`, and its Hamiltonian plus `Im(conj(b) a)` times the identity. -/
theorem gauge_compose (a b : ℂ) (H L : A) :
    shiftJump b (shiftJump a L) = shiftJump (a + b) L ∧
      gaugeHamiltonian b (gaugeHamiltonian a H L) (shiftJump a L)
        = gaugeHamiltonian (a + b) H L + (((conj b * a).im : ℝ) : ℂ) • (1 : A) := by
  constructor
  · simp only [shiftJump]
    module
  · have him : (((conj b * a).im : ℝ) : ℂ) = 1 / (2 * I) * (conj b * a - b * conj a) := by
      rw [Complex.im_eq_sub_conj, map_mul, Complex.conj_conj]
      ring
    unfold gaugeHamiltonian gaugeTerm
    rw [star_shiftJump a L, him]
    simp only [shiftJump, map_add]
    module
```

For many jumps, `a k` and `L k` are a_k and L_k, and `r` is the real energy offset. Self-adjointness is checked term by term: `hK` for each correction, `hr` for r̄ = r. In the second half `dissipator_shift` is applied under the sum and `hsum` collects Σ_k i[K(a_k, L_k), ρ] into a single commutator. The offset produces rρ − rρ, which `module` cancels with the rest. Each L_k is shifted separately; the other familiar freedom of the Lindblad form, mixing the jump operators with a unitary matrix, is a different transformation and no theorem here treats it.

```lean
/-- Many jumps: shifting each `Lₖ` by its own `aₖ`, and adding to a self-adjoint `H` the sum
of the corrections and a real multiple of the identity, keeps the Hamiltonian self-adjoint
and the generator unchanged. -/
theorem lindbladMulti_gauge {ι : Type*} [Fintype ι] (a : ι → ℂ) (r : ℝ) (H : A) (L : ι → A)
    (hH : IsSelfAdjoint H) :
    IsSelfAdjoint (H + ∑ k, gaugeTerm (a k) (L k) + (r : ℂ) • (1 : A)) ∧
      ∀ ρ : A, lindbladMulti (H + ∑ k, gaugeTerm (a k) (L k) + (r : ℂ) • (1 : A))
        (fun k => shiftJump (a k) (L k)) ρ = lindbladMulti H L ρ := by
  constructor
  · have hK : ∀ k, star (gaugeTerm (a k) (L k)) = gaugeTerm (a k) (L k) :=
      fun k => (gaugeTerm_isSelfAdjoint (a k) (L k)).star_eq
    have hr : star (r : ℂ) = (r : ℂ) := Complex.conj_ofReal r
    rw [isSelfAdjoint_iff]
    simp only [star_add, star_sum, star_smul, star_one, hH.star_eq, hK, hr]
  · intro ρ
    -- the commutators produced by the single jumps add up
    have hsum : ∑ k, I • opComm (gaugeTerm (a k) (L k)) ρ
        = I • opComm (∑ k, gaugeTerm (a k) (L k)) ρ := by
      simp only [opComm, Finset.sum_mul, Finset.mul_sum, ← Finset.smul_sum,
        Finset.sum_sub_distrib]
    unfold lindbladMulti
    simp only [dissipator_shift, Finset.sum_add_distrib]
    rw [hsum]
    simp only [opComm, add_mul, mul_add, smul_mul_assoc, mul_smul_comm, one_mul, mul_one]
    module

end General
```

The remaining statements specialise A to matrices, where `star` is the conjugate transpose and self-adjoint means Hermitian. In the code `n` is the index type and `Fintype.card n` is the dimension called n above.

```lean
/-- The shift `-tr L / n` for an `n × n` jump operator. -/
def tracelessShift {n : Type*} [Fintype n] (L : Matrix n n ℂ) : ℂ :=
  -L.trace / (Fintype.card n : ℂ)
```

The hypothesis `Nonempty n` makes the dimension nonzero, so that the division is a true division; for an empty index type every shift would give trace zero and uniqueness would fail. The theorem says that tr(L + a) = 0 holds exactly for a = −tr L / n, and that this shift obeys both conclusions of `lindblad_gauge`, which the proof invokes directly. For the first part, `simp only` turns the trace into tr L + a·n, `eq_div_iff` clears the denominator, and `linear_combination h` moves tr L across the equation in each direction. At dimension one the shifted jump operator is zero.

```lean
/-- In nonzero finite dimension `-tr L / n` is the only shift that makes the jump operator traceless;
its gauge transformation keeps `H` self-adjoint and the generator unchanged. -/
theorem traceless_gauge {n : Type*} [Fintype n] [DecidableEq n] [Nonempty n]
    (H L : Matrix n n ℂ) (hH : IsSelfAdjoint H) :
    (∀ a : ℂ, (shiftJump a L).trace = 0 ↔ a = tracelessShift L) ∧
      IsSelfAdjoint (gaugeHamiltonian (tracelessShift L) H L) ∧
      ∀ ρ, lindblad (gaugeHamiltonian (tracelessShift L) H L)
        (shiftJump (tracelessShift L) L) ρ = lindblad H L ρ := by
  refine ⟨fun a => ?_, lindblad_gauge _ H L hH⟩
  have hn : (Fintype.card n : ℂ) ≠ 0 := Nat.cast_ne_zero.mpr Fintype.card_ne_zero
  simp only [shiftJump, tracelessShift, Matrix.trace_add, Matrix.trace_smul,
    Matrix.trace_one, smul_eq_mul]
  rw [eq_div_iff hn]
  constructor <;> intro h <;> linear_combination h
```

The two-level operators use the indices 0 and 1 of `Fin 2` for the basis states |0⟩ and |1⟩. The matrix `lowering` is σ, with its single entry in row 0 and column 1, and `upperProjector` is P, a density operator of trace one.

```lean
/-- The two-level jump operator `|0⟩⟨1|`. -/
def lowering : Matrix (Fin 2) (Fin 2) ℂ := !![0, 1; 0, 0]

/-- The two-level projector `|1⟩⟨1|`. -/
def upperProjector : Matrix (Fin 2) (Fin 2) ℂ := !![0, 0; 0, 1]
```

The last theorem holds for every 2 × 2 matrix `H`, Hermitian or not, and every a ≠ 0. The proof assumes equality and uses `lindblad_shift_eq_iff` with H′ = H. The step `h1` simplifies H − (H + K) to −K, so the assumption becomes [−K, P] = 0. Taking the entry in row 0 and column 1 gives `h2`, which after the matrix products are written out says −ā/(2i) = 0, contradicting `ha`. The statement concerns this jump operator and this state only.

```lean
/-- For a two-level system with jump `|0⟩⟨1|` and any `H`, a nonzero shift of the jump
operator with `H` left as it is changes the action of the generator on `|1⟩⟨1|`. -/
theorem shift_without_correction_ne (a : ℂ) (ha : a ≠ 0) (H : Matrix (Fin 2) (Fin 2) ℂ) :
    lindblad H (shiftJump a lowering) upperProjector ≠ lindblad H lowering upperProjector := by
  intro h
  rw [lindblad_shift_eq_iff] at h
  have h1 : H - gaugeHamiltonian a H lowering = -gaugeTerm a lowering := by
    unfold gaugeHamiltonian
    abel
  rw [h1] at h
  -- the (0,1) entry of the commutator is proportional to `conj a`
  have h2 := congrFun (congrFun h 0) 1
  simp only [opComm, Matrix.sub_apply, Matrix.mul_apply, Fin.sum_univ_two, Matrix.neg_apply,
    gaugeTerm, Matrix.smul_apply, Matrix.star_apply, Matrix.zero_apply] at h2
  simp [lowering, upperProjector, ha] at h2

end

end LindbladGauge
```

```lean
#print axioms LindbladGauge.gauge_compose
#print axioms LindbladGauge.lindbladMulti_gauge
#print axioms LindbladGauge.traceless_gauge
#print axioms LindbladGauge.shift_without_correction_ne
```

```
'LindbladGauge.gauge_compose' depends on axioms: [propext, Classical.choice, Quot.sound]
'LindbladGauge.lindbladMulti_gauge' depends on axioms: [propext, Classical.choice, Quot.sound]
'LindbladGauge.traceless_gauge' depends on axioms: [propext, Classical.choice, Quot.sound]
'LindbladGauge.shift_without_correction_ne' depends on axioms: [propext, Classical.choice, Quot.sound]
```
